# Index symmetries and the values at 0 and π of Wigner's rotation matrices

Let j be one of 0, 1/2, 1, 3/2, …, and let m' and m run over −j, −j+1, …, j. Write d(m', m; β) for the element of d^j given by Wigner's finite sum, and put

D(m', m; α, β, γ) = exp(−i m' α) d(m', m; β) exp(−i m γ).

Then, for all real angles,

d(m', m; β) = (−1)^(m'−m) d(m, m'; β) = d(−m, −m'; β)

d(m', m; π−β) = (−1)^(j+m') d(m', −m; β)

d(m', m; 0) = δ(m', m)

d(m', m; π) = (−1)^(j+m') δ(m', −m)

conj D(m', m; α, β, γ) = (−1)^(m'−m) D(−m', −m; α, β, γ).

In programs that rotate spin multiplets or complex spherical harmonics, these relations can fill in or check matrix elements, for one fixed j at a time and in this phase convention. They do not carry over unchanged to real spherical harmonics.

## Four integers that carry the symmetry

Set N = 2j, p = j+m' and q = j+m, which are all natural numbers. Wigner's sum runs over the integers s for which

a = q−s, s, c = p+s−q, e = N−p−s

are all nonnegative. These four numbers satisfy

p = a+c, q = a+s, N−p = s+e, N−q = c+e, N = a+s+c+e,

and the summand is

T(a, s, c, e; β) = (−1)^c √((a+c)! (s+e)! (a+s)! (c+e)!) / (a! s! c! e!) · cos(β/2)^(a+e) · sin(β/2)^(s+c).

**Transposition.** Exchanging s and c exchanges p and q. Only the sign of T changes, from (−1)^c to (−1)^s. The ratio is (−1)^(c−s) = (−1)^(p−q) = (−1)^(m'−m). The new summation index is c = s+m'−m.

**Transposition with reversal.** Exchanging a and e replaces (p, q) by (N−q, N−p), that is, (m', m) by (−m, −m'). T is unchanged, and so is s.

**Reflection of the angle.** Replacing β by π−β exchanges cos(β/2) and sin(β/2). Exchanging a with c and s with e undoes this in the exponents, keeps p, and sends q to N−q. Since (−1)^c = (−1)^(a+c) (−1)^a, the factor (−1)^p = (−1)^(j+m') comes out. The new summation index is e = j−m'−s.

**Special angles.** At β = 0 a term survives only if s+c = 0. Then p = q = a, and the term equals √(a! e! a! e!)/(a! e!) = 1. If p = q, the choice s = 0 is admissible, so the matrix is the identity. Putting β = 0 in the reflection formula gives the value at π.

**Conjugation.** Since d is real,

conj D(m', m) = exp(i m' α) d(m', m; β) exp(i m γ).

The two index symmetries give d(m', m; β) = (−1)^(m'−m) d(m, m'; β) = (−1)^(m'−m) d(−m', −m; β), and the phases are already those of D(−m', −m).

## Indices and matrices in Lean

```lean
import Mathlib

open scoped Nat ComplexConjugate

namespace WignerRotation

noncomputable section
```

An index `p : Fin (N + 1)` takes the values 0, …, N and stands for j+m'. Any natural `N` is allowed, so integer and half-integer spins are treated together.

```lean
/-- The magnetic quantum number `m = p - j` belonging to the index `p = j + m`, where `N = 2j`. -/
def mag (N : ℕ) (p : Fin (N + 1)) : ℝ := ((p : ℕ) : ℝ) - (N : ℝ) / 2
```

The summand follows Wigner's formula literally. Subtraction of natural numbers in Lean stops at zero, so the formula has its intended meaning only for admissible `s`.

```lean
/-- The summand of Wigner's formula with `N = 2j`, `p = j + m'`, `q = j + m`. It is meant for
those `s` with `q ≤ p + s`, `s ≤ q` and `p + s ≤ N`, where all differences are nonnegative. -/
def wignerTerm (N p q s : ℕ) (β : ℝ) : ℝ :=
  (-1 : ℝ) ^ (p + s - q) * √((p ! : ℝ) * ((N - p)! : ℝ) * (q ! : ℝ) * ((N - q)! : ℝ))
    / (((q - s)! : ℝ) * (s ! : ℝ) * ((p + s - q)! : ℝ) * ((N - p - s)! : ℝ))
    * Real.cos (β / 2) ^ (N + q - p - 2 * s) * Real.sin (β / 2) ^ (p + 2 * s - q)
```

The filter in the next definition selects exactly those `s`. The sign convention is the one in which d(1/2, −1/2; β) = −sin(β/2) for j = 1/2.

```lean
/-- Wigner's `d^j_{m'm}(β)` with `N = 2j`, `p = j + m'`, `q = j + m`: the sum over all `s` for
which the arguments of the factorials are nonnegative. -/
def smallD (N : ℕ) (p q : Fin (N + 1)) (β : ℝ) : ℝ :=
  ∑ s ∈ (Finset.range (N + 1)).filter
    (fun s => (q : ℕ) ≤ (p : ℕ) + s ∧ s ≤ (q : ℕ) ∧ (p : ℕ) + s ≤ N),
    wignerTerm N p q s β
```

The matrix d^j is thus defined by the sum; its identification with the matrix elements of exp(−iβJ_y) is taken from the physics and is not derived here. The Euler phases are then attached, with all three angles real.

```lean
/-- The rotation matrix `D^j_{m'm}(α, β, γ) = exp(-i m' α) d^j_{m'm}(β) exp(-i m γ)`. -/
def bigD (N : ℕ) (p q : Fin (N + 1)) (α β γ : ℝ) : ℂ :=
  Complex.exp (-Complex.I * (mag N p : ℂ) * (α : ℂ)) * (smallD N p q β : ℂ)
    * Complex.exp (-Complex.I * (mag N q : ℂ) * (γ : ℂ))
```

## Signs and factorial arguments

`Fin.rev` sends p to N−p, which is the map m' → −m'.

```lean
/-- Reversing the index changes the sign of the magnetic quantum number. -/
theorem mag_rev (N : ℕ) (p : Fin (N + 1)) : mag N p.rev = -mag N p := by
  have hp := p.isLt
  have h : (p.rev : ℕ) + (p : ℕ) = N := by rw [Fin.val_rev]; omega
  have h' : ((p.rev : ℕ) : ℝ) + ((p : ℕ) : ℝ) = (N : ℝ) := by exact_mod_cast h
  unfold mag
  linarith
```

The phase (−1)^(m'−m) has an integer exponent, possibly negative, and m'−m = p−q. The next lemma splits it into two natural powers, over any field, so that it serves both the real d and the complex D.

```lean
/-- The phase `(-1)^(p - q)` is the product of `(-1)^p` and `(-1)^q`. -/
theorem neg_one_zpow_sub {K : Type*} [Field K] (p q : ℕ) :
    (-1 : K) ^ ((p : ℤ) - (q : ℤ)) = (-1) ^ p * (-1) ^ q := by
  rw [zpow_sub₀ (neg_ne_zero.mpr one_ne_zero), zpow_natCast, zpow_natCast, div_eq_mul_inv,
    ← inv_pow, inv_neg_one]
```

The next two lemmas supply a, c, e for an admissible `s` and rewrite the summand as T. In the second, `b` plays the part of s.

```lean
/-- For an admissible `s`, the indices and `2j` are sums of the four factorial arguments
`a`, `s`, `c`, `e` in the denominator of Wigner's formula. -/
theorem exists_split {N p q s : ℕ} (h : q ≤ p + s ∧ s ≤ q ∧ p + s ≤ N) :
    ∃ a c e, N = a + s + c + e ∧ p = a + c ∧ q = a + s :=
  ⟨q - s, p + s - q, N - p - s, by omega, by omega, by omega⟩

/-- Wigner's summand written in terms of the four factorial arguments `a`, `b`, `c`, `e`. -/
theorem wignerTerm_eq {N p q : ℕ} {β : ℝ} (a b c e : ℕ) (hN : N = a + b + c + e)
    (hp : p = a + c) (hq : q = a + b) :
    wignerTerm N p q b β =
      (-1 : ℝ) ^ c * (√((a + c)! : ℝ) * √((b + e)! : ℝ) * √((a + b)! : ℝ) * √((c + e)! : ℝ))
        / ((a ! : ℝ) * (b ! : ℝ) * (c ! : ℝ) * (e ! : ℝ))
        * Real.cos (β / 2) ^ (a + e) * Real.sin (β / 2) ^ (b + c) := by
  have h1 : N - p = b + e := by omega
  have h2 : N - q = c + e := by omega
  have h3 : q - b = a := by omega
  have h4 : p + b - q = c := by omega
  have h5 : N - p - b = e := by omega
  have h6 : N + q - p - 2 * b = a + e := by omega
  have h7 : p + 2 * b - q = b + c := by omega
  unfold wignerTerm
  rw [h5, h6, h7, h4, h3, h1, h2, hp, hq]
  rw [Real.sqrt_mul, Real.sqrt_mul, Real.sqrt_mul] <;> positivity
```

## The three exchanges

For transposition, `Finset.sum_nbij'` re-indexes the sum by a map and its inverse. Four of its goals say that the maps respect the summation ranges and undo each other; `omega` settles them. The fifth compares the summands, with `hsign` supplying the parity identity.

```lean
/-- Transposition: `d_{m'm}(β) = (-1)^(m'-m) d_{mm'}(β)`. -/
theorem smallD_swap (N : ℕ) (p q : Fin (N + 1)) (β : ℝ) :
    smallD N p q β = (-1 : ℝ) ^ (((p : ℕ) : ℤ) - ((q : ℕ) : ℤ)) * smallD N q p β := by
  have hp := p.isLt
  have hq := q.isLt
  rw [neg_one_zpow_sub]
  unfold smallD
  rw [Finset.mul_sum]
  -- the new summation index is `s + m' - m`
  refine Finset.sum_nbij' (fun s => (p : ℕ) + s - (q : ℕ)) (fun s => (q : ℕ) + s - (p : ℕ))
    ?_ ?_ ?_ ?_ ?_
  iterate 4
    · intro s hs
      simp only [Finset.mem_filter, Finset.mem_range] at hs ⊢
      omega
  · intro s hs
    obtain ⟨a, c, e, hN, hpa, hqa⟩ := exists_split (Finset.mem_filter.mp hs).2
    have hs' : (p : ℕ) + s - (q : ℕ) = c := by omega
    have hsign : (-1 : ℝ) ^ c = (-1) ^ (a + c) * (-1) ^ (a + s) * (-1) ^ s := by
      rcases neg_one_pow_eq_or ℝ a with h | h <;>
        rcases neg_one_pow_eq_or ℝ s with h' | h' <;> simp [pow_add, h, h']
    simp only [hs']
    rw [wignerTerm_eq a s c e hN hpa hqa, wignerTerm_eq a c s e (by omega) hqa hpa,
      hpa, hqa, hsign]
    ring
```

In the second symmetry s stays fixed. The proof shows that both sums have the same range and then compares them term by term.

```lean
/-- Reversal of both projections with transposition: `d_{m'm}(β) = d_{-m,-m'}(β)`. -/
theorem smallD_rev (N : ℕ) (p q : Fin (N + 1)) (β : ℝ) :
    smallD N p q β = smallD N q.rev p.rev β := by
  have hp := p.isLt
  have hq := q.isLt
  unfold smallD
  refine Finset.sum_congr ?_ ?_
  · ext s
    simp only [Finset.mem_filter, Finset.mem_range, Fin.val_rev]
    omega
  · intro s hs
    simp only [Finset.mem_filter, Finset.mem_range, Fin.val_rev] at hs
    obtain ⟨a, c, e, hN, hpa, hqa⟩ :=
      exists_split (N := N) (p := (p : ℕ)) (q := (q : ℕ)) (s := s) (by omega)
    have hq' : (q.rev : ℕ) = e + c := by rw [Fin.val_rev]; omega
    have hp' : (p.rev : ℕ) = e + s := by rw [Fin.val_rev]; omega
    rw [wignerTerm_eq a s c e hN hpa hqa, wignerTerm_eq e s c a (by omega) hq' hp',
      add_comm e c, add_comm s a, add_comm e s, add_comm c a]
    ring
```

Reflection uses the re-indexing s → N−p−s, which is its own inverse. `hcos` and `hsin` exchange the two trigonometric functions.

```lean
/-- Reflection of the angle: `d_{m'm}(π - β) = (-1)^(j+m') d_{m',-m}(β)`. -/
theorem smallD_pi_sub (N : ℕ) (p q : Fin (N + 1)) (β : ℝ) :
    smallD N p q (Real.pi - β) = (-1 : ℝ) ^ (p : ℕ) * smallD N p q.rev β := by
  have hp := p.isLt
  have hq := q.isLt
  have hcos : Real.cos ((Real.pi - β) / 2) = Real.sin (β / 2) := by
    rw [show (Real.pi - β) / 2 = Real.pi / 2 - β / 2 by ring, Real.cos_pi_div_two_sub]
  have hsin : Real.sin ((Real.pi - β) / 2) = Real.cos (β / 2) := by
    rw [show (Real.pi - β) / 2 = Real.pi / 2 - β / 2 by ring, Real.sin_pi_div_two_sub]
  unfold smallD
  rw [Finset.mul_sum]
  -- the new summation index is `j - m' - s`
  refine Finset.sum_nbij' (fun s => N - (p : ℕ) - s) (fun s => N - (p : ℕ) - s)
    ?_ ?_ ?_ ?_ ?_
  iterate 4
    · intro s hs
      simp only [Finset.mem_filter, Finset.mem_range, Fin.val_rev] at hs ⊢
      omega
  · intro s hs
    obtain ⟨a, c, e, hN, hpa, hqa⟩ := exists_split (Finset.mem_filter.mp hs).2
    have hs' : N - (p : ℕ) - s = e := by omega
    have hq' : (q.rev : ℕ) = c + e := by rw [Fin.val_rev]; omega
    have hsign : (-1 : ℝ) ^ c = (-1) ^ (a + c) * (-1) ^ a := by
      rcases neg_one_pow_eq_or ℝ a with h | h <;> simp [pow_add, h]
    simp only [hs']
    rw [wignerTerm_eq a s c e hN hpa hqa, wignerTerm_eq c e a s (by omega) (by omega) hq',
      hcos, hsin, hpa, add_comm c a, add_comm e s, hsign]
    ring
```

## The angles 0 and π

Here `key` says that any term with s+c > 0 vanishes. On the diagonal `Finset.sum_eq_single` isolates s = 0, and the squared roots cancel the factorials.

```lean
/-- At zero angle Wigner's sum is the identity matrix: `d_{m'm}(0) = δ_{m'm}`. -/
theorem smallD_zero (N : ℕ) (p q : Fin (N + 1)) :
    smallD N p q 0 = if p = q then 1 else 0 := by
  have hp := p.isLt
  -- a summand with a positive power of the sine vanishes
  have key : ∀ s, ((q : ℕ) ≤ (p : ℕ) + s ∧ s ≤ (q : ℕ) ∧ (p : ℕ) + s ≤ N) →
      (s ≠ 0 ∨ (p : ℕ) ≠ (q : ℕ)) → wignerTerm N p q s 0 = 0 := by
    intro s hs hne
    obtain ⟨a, c, e, hN, hpa, hqa⟩ := exists_split hs
    have hsc : s + c ≠ 0 := by omega
    rw [wignerTerm_eq a s c e hN hpa hqa]
    simp only [zero_div, Real.sin_zero, zero_pow hsc, mul_zero]
  unfold smallD
  split_ifs with h
  · subst h
    rw [Finset.sum_eq_single 0]
    · have hP : (0 : ℝ) < ((p : ℕ)! : ℝ) := by exact_mod_cast Nat.factorial_pos _
      have hM : (0 : ℝ) < ((N - (p : ℕ))! : ℝ) := by exact_mod_cast Nat.factorial_pos _
      have h1 := Real.mul_self_sqrt hP.le
      have h2 := Real.mul_self_sqrt hM.le
      rw [wignerTerm_eq (p : ℕ) 0 0 (N - (p : ℕ)) (by omega) (by omega) (by omega)]
      simp only [add_zero, zero_add, pow_zero, zero_div, Real.cos_zero, one_pow,
        Nat.factorial_zero, Nat.cast_one, mul_one, one_mul]
      rw [div_eq_one_iff_eq (mul_pos hP hM).ne']
      linear_combination √((N - (p : ℕ))! : ℝ) * √((N - (p : ℕ))! : ℝ) * h1
        + ((p : ℕ)! : ℝ) * h2
    · intro s hs hne
      exact key s (Finset.mem_filter.mp hs).2 (Or.inl hne)
    · intro h0
      exact (h0 (by simp only [Finset.mem_filter, Finset.mem_range]; omega)).elim
  · refine Finset.sum_eq_zero fun s hs => ?_
    exact key s (Finset.mem_filter.mp hs).2 (Or.inr fun h' => h (Fin.ext h'))
```

The value at π is the reflection theorem at β = 0. The condition `p = q.rev` reads m' = −m.

```lean
/-- Rotation by `π`: `d_{m'm}(π) = (-1)^(j+m') δ_{m',-m}`. -/
theorem smallD_pi (N : ℕ) (p q : Fin (N + 1)) :
    smallD N p q Real.pi = if p = q.rev then (-1 : ℝ) ^ (p : ℕ) else 0 := by
  have h := smallD_pi_sub N p q 0
  rw [sub_zero, smallD_zero] at h
  rw [h]
  split_ifs <;> simp
```

## Complex conjugation

The local statement `phase` conjugates one exponential. The two index symmetries of `smallD` then turn d(m', m) into d(−m', −m) with the required sign.

```lean
/-- Complex conjugation: `conj D_{m'm} = (-1)^(m'-m) D_{-m',-m}` at the same Euler angles. -/
theorem conj_bigD (N : ℕ) (p q : Fin (N + 1)) (α β γ : ℝ) :
    conj (bigD N p q α β γ) =
      (-1 : ℂ) ^ (((p : ℕ) : ℤ) - ((q : ℕ) : ℤ)) * bigD N p.rev q.rev α β γ := by
  -- conjugating a phase reverses the magnetic quantum number
  have phase : ∀ x y : ℝ, conj (Complex.exp (-Complex.I * (x : ℂ) * (y : ℂ))) =
      Complex.exp (-Complex.I * ((-x : ℝ) : ℂ) * (y : ℂ)) := by
    intro x y
    rw [← Complex.exp_conj]
    congr 1
    simp
  unfold bigD
  rw [map_mul, map_mul, phase, phase, Complex.conj_ofReal, mag_rev, mag_rev,
    ← smallD_rev N q p β, smallD_swap N p q β, neg_one_zpow_sub, neg_one_zpow_sub]
  push_cast
  ring

end

end WignerRotation
```

The conjugation formula can fail when an angle is not real. Extend the definition of D to α = i, with β = γ = 0 and j = m' = m = 1/2. Then D(1/2, 1/2) = exp(1/2), which is its own conjugate, whereas the right-hand side is D(−1/2, −1/2) = exp(−1/2).

```lean
#print axioms WignerRotation.wignerTerm_eq
#print axioms WignerRotation.smallD_pi
#print axioms WignerRotation.conj_bigD
```

```
'WignerRotation.wignerTerm_eq' depends on axioms: [propext, Classical.choice, Quot.sound]
'WignerRotation.smallD_pi' depends on axioms: [propext, Classical.choice, Quot.sound]
'WignerRotation.conj_bigD' depends on axioms: [propext, Classical.choice, Quot.sound]
```
